# In a hopping-free lattice model with charge-charge coupling, the binding energy of an evenly spread exciton does not depend on the other carriers

Does the energy gained by adding an exciton depend on the electrons and holes already present? On a lattice, this can be studied with explicit Fock-space matrices or with operators known only through their anticommutation relations. The second choice is made here: operators are elements of a ring `A` whose `star` is the dagger, states are vectors in a space `M` on which `A` acts, and `ι` is the finite set of sites.

In Lean 4 with Mathlib:

```lean
import Mathlib

namespace ExcitonHiddenSymmetry

noncomputable section

variable {ι A M : Type*} [Fintype ι] [DecidableEq ι] [Ring A] [StarRing A]
  [AddCommGroup M] [Module ℂ M] [Module A M]
```

## Electrons, holes and their interaction

Each site j has one electron orbital and one hole orbital, without spin. Their annihilators e_j and h_j satisfy

{e_i, e_j†} = {h_i, h_j†} = δ_ij,

and all other anticommutators vanish. Those not listed below follow by taking adjoints.

```lean
/-- Canonical anticommutation relations for electron operators `e j` and hole operators `h j`;
the dagger is `star`. -/
structure ElectronHoleCAR (e h : ι → A) : Prop where
  ee : ∀ i j, e i * e j + e j * e i = 0
  hh : ∀ i j, h i * h j + h j * h i = 0
  eh : ∀ i j, e i * h j + h j * e i = 0
  ee_dag : ∀ i j, e i * star (e j) + star (e j) * e i = if i = j then 1 else 0
  hh_dag : ∀ i j, h i * star (h j) + star (h j) * h i = if i = j then 1 else 0
  eh_dag : ∀ i j, e i * star (h j) + star (h j) * e i = 0
```

The charge counts electrons as positive:

q_j = e_j†e_j − h_j†h_j.

```lean
/-- The charge at site `j`: electron number minus hole number. -/
def charge (e h : ι → A) (j : ι) : A := star (e j) * e j - star (h j) * h j
```

An exciton spread evenly over all sites is created by

B† = Σ_j e_j†h_j†.

```lean
/-- The operator `B†` that creates an electron-hole pair, summed over all sites. -/
def pairCreation (e h : ι → A) : A := ∑ j, star (e j) * star (h j)
```

The Hamiltonian is

H = ½ Σ_{i≠j} V_ij q_i q_j − U Σ_j e_j†e_j h_j†h_j.

The real numbers V_ij describe the Coulomb coupling between sites, and U is the binding energy of an electron and a hole on the same site. Neither is restricted in sign, and V need not be symmetric. Applying the model to a semiconductor assumes that carriers do not hop, that pairs are not transferred from site to site, that electron-electron, hole-hole and electron-hole couplings between sites have equal magnitude, and that the orbital energies are the same at every site. These orbital energies are left out of H, so the energy of a pair is counted from the cost of creating an electron and a hole that do not interact.

```lean
/-- Charge-charge interaction `V` between different sites and electron-hole attraction `U`
on each site. -/
def hamiltonian [Algebra ℂ A] (e h : ι → A) (V : ι → ι → ℝ) (U : ℝ) : A :=
  (1 / 2 : ℂ) • (∑ i, ∑ j ∈ Finset.univ.erase i, (V i j : ℂ) • (charge e h i * charge e h j))
    - (U : ℂ) • ∑ j, star (e j) * e j * (star (h j) * h j)
```

## The charges do not see the exciton

For any operator a,

[a, e_j†h_j†] = {a, e_j†} h_j† − e_j† {a, h_j†}.

Summing over j gives

[e_i, B†] = h_i†, [h_i, B†] = −e_i†, [e_i†, B†] = [h_i†, B†] = 0.

In the proof, `comm` is the summed identity, and the four cases insert the anticommutators. In this and later theorems the letter `H` names the anticommutation hypothesis; the Hamiltonian is `hamiltonian`.

```lean
/-- The commutators with `B†` at site `i`: `[e i, B†]` is the hole creator, `[h i, B†]` is minus the
electron creator, and both creators commute with `B†`. -/
theorem ladder_comm_pair {e h : ι → A} (H : ElectronHoleCAR e h) (i : ι) :
    e i * pairCreation e h - pairCreation e h * e i = star (h i) ∧
    h i * pairCreation e h - pairCreation e h * h i = -star (e i) ∧
    star (e i) * pairCreation e h - pairCreation e h * star (e i) = 0 ∧
    star (h i) * pairCreation e h - pairCreation e h * star (h i) = 0 := by
  have comm : ∀ (a : A) (c d : ι → A), (∀ j, a * star (e j) + star (e j) * a = c j) →
      (∀ j, a * star (h j) + star (h j) * a = d j) →
      a * pairCreation e h - pairCreation e h * a
        = ∑ j, (c j * star (h j) - star (e j) * d j) := by
    intro a c d h1 h2
    rw [pairCreation, Finset.mul_sum, Finset.sum_mul, ← Finset.sum_sub_distrib]
    refine Finset.sum_congr rfl fun j _ => ?_
    linear_combination (norm := noncomm_ring) h1 j * star (h j) - star (e j) * h2 j
  -- adjoints of the anticommutation relations
  have see : ∀ j, star (e i) * star (e j) + star (e j) * star (e i) = 0 := fun j => by
    rw [← star_mul, ← star_mul, ← star_add, H.ee, star_zero]
  have shh : ∀ j, star (h i) * star (h j) + star (h j) * star (h i) = 0 := fun j => by
    rw [← star_mul, ← star_mul, ← star_add, H.hh, star_zero]
  have seh : ∀ k j, star (h j) * star (e k) + star (e k) * star (h j) = 0 := fun k j => by
    rw [← star_mul, ← star_mul, ← star_add, H.eh, star_zero]
  have she : ∀ j, h i * star (e j) + star (e j) * h i = 0 := fun j => by
    have := congrArg star (H.eh_dag j i)
    rwa [star_add, star_mul, star_mul, star_star, star_zero] at this
  exact ⟨(comm _ (fun j => if i = j then 1 else 0) (fun _ => 0) (H.ee_dag i)
      (H.eh_dag i)).trans (by simp),
    (comm _ (fun _ => 0) (fun j => if i = j then 1 else 0) she (H.hh_dag i)).trans (by simp),
    (comm _ (fun _ => 0) (fun _ => 0) see
      fun j => (add_comm _ _).trans (seh i j)).trans (by simp),
    (comm _ (fun _ => 0) (fun _ => 0) (fun j => seh j i) shh).trans (by simp)⟩
```

The product rule then gives

[e_i†e_i, B†] = e_i†h_i†,
[h_i†h_i, B†] = −h_i†e_i† = e_i†h_i†.

The tactic `linear_combination` with `noncomm_ring` checks such identities while keeping the order of factors.

```lean
/-- The electron number and the hole number at a site have the same commutator with `B†`,
namely the pair creation operator of that site. -/
theorem number_comm_pair {e h : ι → A} (H : ElectronHoleCAR e h) (i : ι) :
    star (e i) * e i * pairCreation e h - pairCreation e h * (star (e i) * e i)
        = star (e i) * star (h i) ∧
    star (h i) * h i * pairCreation e h - pairCreation e h * (star (h i) * h i)
        = star (e i) * star (h i) := by
  obtain ⟨h1, h2, h3, h4⟩ := ladder_comm_pair H i
  have h5 : star (h i) * star (e i) + star (e i) * star (h i) = 0 := by
    rw [← star_mul, ← star_mul, ← star_add, H.eh, star_zero]
  constructor
  · linear_combination (norm := noncomm_ring) star (e i) * h1 + h3 * e i
  · linear_combination (norm := noncomm_ring) star (h i) * h2 + h4 * h i - h5
```

Subtracting the two lines gives [q_i, B†] = 0.

```lean
/-- The charge at every site commutes with `B†`. -/
theorem charge_commute {e h : ι → A} (H : ElectronHoleCAR e h) (i : ι) :
    Commute (charge e h i) (pairCreation e h) := by
  obtain ⟨h1, h2⟩ := number_comm_pair H i
  change charge e h i * pairCreation e h = pairCreation e h * charge e h i
  rw [charge]
  linear_combination (norm := noncomm_ring) h1 - h2
```

## The commutator with H

Every product q_i q_j commutes with B†, so V drops out. For the on-site term,

[e_i†e_i h_i†h_i, B†] = e_i†e_i e_i†h_i† + e_i†h_i†h_i†h_i.

The second term vanishes because (h_i†)² = 0. In the first, e_i e_i† = 1 − e_i†e_i and (e_i†)² = 0 leave e_i†h_i†. Summing over i gives B†, hence

[H, B†] = −U B†.

The even spread is not essential here: without hopping, the pair creator e_j†h_j† of a single site obeys the same relation, by the same steps. In the proof, `key` separates the two parts of H, and `half` turns x + x = 0 into x = 0, which gives the vanishing squares.

```lean
/-- The hidden symmetry: `[H, B†] = -U B†`, whatever the interaction `V`. -/
theorem hamiltonian_comm_pair [Algebra ℂ A] {e h : ι → A} (H : ElectronHoleCAR e h)
    (V : ι → ι → ℝ) (U : ℝ) :
    hamiltonian e h V U * pairCreation e h - pairCreation e h * hamiltonian e h V U
      = -((U : ℂ) • pairCreation e h) := by
  have half : ∀ x : A, x + x = 0 → x = 0 := fun x hx => by
    calc x = (1 / 2 : ℂ) • (x + x) := by module
      _ = 0 := by rw [hx, smul_zero]
  have key : ∀ C D B : A, Commute C B → D * B - B * D = B →
      ((1 / 2 : ℂ) • C - (U : ℂ) • D) * B - B * ((1 / 2 : ℂ) • C - (U : ℂ) • D)
        = -((U : ℂ) • B) := by
    intro C D B hC hD
    simp only [sub_mul, mul_sub, smul_mul_assoc, mul_smul_comm, hC.eq]
    rw [sub_sub_sub_cancel_left, ← smul_sub, ← neg_sub (D * B), hD, smul_neg]
  refine key _ _ _ ?_ ?_
  · -- the interaction between charges drops out
    exact Commute.sum_left _ _ _ fun i _ => Commute.sum_left _ _ _ fun j _ =>
      ((charge_commute H i).mul_left (charge_commute H j)).smul_left _
  · -- the on-site attraction counts the pairs
    rw [Finset.sum_mul, Finset.mul_sum, ← Finset.sum_sub_distrib]
    refine Finset.sum_congr rfl fun i _ => ?_
    obtain ⟨h1, h2⟩ := number_comm_pair H i
    have h3 : e i * star (e i) + star (e i) * e i = 1 := by simpa using H.ee_dag i i
    have h4 : star (e i) * star (e i) = 0 := by
      rw [← star_mul, half _ (H.ee i i), star_zero]
    have h5 : star (h i) * star (h i) = 0 := by
      rw [← star_mul, half _ (H.hh i i), star_zero]
    linear_combination (norm := noncomm_ring)
      star (e i) * e i * h2 + h1 * (star (h i) * h i) + star (e i) * h3 * star (h i)
        - h4 * e i * star (h i) + star (e i) * h5 * h i
```

## Energies after adding m excitons

If Hφ = Fφ, then

H B†φ = B†Hφ − U B†φ = (F − U) B†φ.

This is `step`. Starting from Hψ = Eψ, induction on m gives

H (B†)^m ψ = (E − mU) (B†)^m ψ.

In trion and biexciton calculations for this finite, hopping-free model, a pair that B† adds to an eigenstate therefore has no extra binding to the carriers already present, provided that the resulting vector is not zero.

```lean
/-- If `H ψ = E ψ`, then `H (B†)^m ψ = (E - m U) (B†)^m ψ`. -/
theorem exciton_ladder [Algebra ℂ A] [IsScalarTower ℂ A M] {e h : ι → A}
    (H : ElectronHoleCAR e h) (V : ι → ι → ℝ) (U : ℝ)
    {E : ℂ} {ψ : M} (hψ : hamiltonian e h V U • ψ = E • ψ) (m : ℕ) :
    hamiltonian e h V U • (pairCreation e h ^ m • ψ)
      = (E - m * U) • (pairCreation e h ^ m • ψ) := by
  have hc := sub_eq_iff_eq_add.mp (hamiltonian_comm_pair H V U)
  -- one more pair lowers the energy by U
  have step : ∀ (F : ℂ) (φ : M), hamiltonian e h V U • φ = F • φ →
      hamiltonian e h V U • (pairCreation e h • φ) = (F - U) • (pairCreation e h • φ) := by
    intro F φ hφ
    rw [← mul_smul, hc, add_smul, neg_smul, smul_assoc, mul_smul, hφ,
      smul_comm (pairCreation e h) F φ, sub_smul]
    abel
  induction m with
  | zero => simpa using hψ
  | succ m ih =>
    rw [pow_succ', mul_smul (pairCreation e h), step _ _ ih]
    congr 1
    push_cast
    ring
```

It would be wrong to read this equation as an endless ladder of eigenstates, because it also holds when (B†)^m ψ = 0. That happens for every m larger than the number of sites N, since each site holds at most one pair. It can happen earlier when carriers are already present: on a single site that holds one electron, B† gives zero.

For one exciton on a vacuum v, where e_j v = h_j v = 0 for all j, the question can be settled. Since B = Σ_i h_i e_i,

e_i B†v = h_i†v, h_i h_i†v = v, so B B†v = N v.

Thus B†v ≠ 0 whenever v ≠ 0 and N ≥ 1. Despite its name, `exciton_norm` uses no inner product. In Fock space with v normalised, the result says that B†v has norm √N, so for N ≥ 1 the normalised exciton is B†v/√N.

```lean
/-- On a vacuum `v` of `N` sites, `B B† v = N v`. -/
theorem exciton_norm {e h : ι → A} (H : ElectronHoleCAR e h) {v : M}
    (he : ∀ j, e j • v = 0) (hh : ∀ j, h j • v = 0) :
    star (pairCreation e h) • (pairCreation e h • v) = (Fintype.card ι : ℂ) • v := by
  have h1 : ∀ i, e i • (pairCreation e h • v) = star (h i) • v := fun i => by
    rw [← mul_smul, sub_eq_iff_eq_add.mp (ladder_comm_pair H i).1, add_smul, mul_smul, he,
      smul_zero, add_zero]
  have h2 : ∀ i, h i • (star (h i) • v) = v := fun i => by
    have h3 : h i * star (h i) + star (h i) * h i = 1 := by simpa using H.hh_dag i i
    rw [← mul_smul, eq_sub_of_add_eq h3, sub_smul, mul_smul, hh, smul_zero, sub_zero, one_smul]
  have hs : star (pairCreation e h) = ∑ i, h i * e i := by
    simp only [pairCreation, star_sum, star_mul, star_star]
  rw [hs, Finset.sum_smul]
  simp only [mul_smul, h1, h2, Finset.sum_const, Finset.card_univ, Nat.cast_smul_eq_nsmul]
```

## One site in matrices

The relations can be realised explicitly. In the basis empty, hole, electron, pair, the electron annihilator takes electron to empty and pair to hole.

```lean
/-- Electron annihilator of one site, in the basis empty, hole, electron, pair. -/
def siteE : Matrix (Fin 4) (Fin 4) ℂ := !![0, 0, 1, 0; 0, 0, 0, 1; 0, 0, 0, 0; 0, 0, 0, 0]
```

The hole annihilator takes hole to empty and pair to minus electron. The minus sign makes the two annihilators anticommute.

```lean
/-- Hole annihilator of one site, in the same basis. -/
def siteH : Matrix (Fin 4) (Fin 4) ℂ := !![0, 1, 0, 0; 0, 0, 0, 0; 0, 0, 0, -1; 0, 0, 0, 0]
```

The proof computes both adjoints and compares the matrices entry by entry. This example has a single site, so V plays no role in it.

```lean
/-- The explicit matrices of a single site satisfy the anticommutation relations. -/
theorem electronHoleCAR_witness :
    ElectronHoleCAR (fun _ : Fin 1 => siteE) (fun _ : Fin 1 => siteH) := by
  have hE : star siteE = !![0, 0, 0, 0; 0, 0, 0, 0; 1, 0, 0, 0; 0, 1, 0, 0] := by
    ext i j
    fin_cases i <;> fin_cases j <;> simp [siteE, Matrix.star_apply]
  have hH : star siteH = !![0, 0, 0, 0; 1, 0, 0, 0; 0, 0, 0, 0; 0, 0, -1, 0] := by
    ext i j
    fin_cases i <;> fin_cases j <;> simp [siteH, Matrix.star_apply]
  obtain ⟨ee, hh, eh, ee', hh', eh'⟩ :
      siteE * siteE + siteE * siteE = 0 ∧ siteH * siteH + siteH * siteH = 0 ∧
      siteE * siteH + siteH * siteE = 0 ∧ siteE * star siteE + star siteE * siteE = 1 ∧
      siteH * star siteH + star siteH * siteH = 1 ∧
      siteE * star siteH + star siteH * siteE = 0 := by
    rw [hE, hH]
    refine ⟨?_, ?_, ?_, ?_, ?_, ?_⟩ <;> ext i j <;> fin_cases i <;> fin_cases j <;>
      simp [siteE, siteH]
  exact ⟨fun _ _ => ee, fun _ _ => hh, fun _ _ => eh,
    fun i j => by rw [if_pos (Subsingleton.elim i j)]; exact ee',
    fun i j => by rw [if_pos (Subsingleton.elim i j)]; exact hh', fun _ _ => eh'⟩

end

end ExcitonHiddenSymmetry
```

```lean
#print axioms ExcitonHiddenSymmetry.charge_commute
#print axioms ExcitonHiddenSymmetry.exciton_ladder
#print axioms ExcitonHiddenSymmetry.exciton_norm
```

```
'ExcitonHiddenSymmetry.charge_commute' depends on axioms: [propext, Classical.choice, Quot.sound]
'ExcitonHiddenSymmetry.exciton_ladder' depends on axioms: [propext, Classical.choice, Quot.sound]
'ExcitonHiddenSymmetry.exciton_norm' depends on axioms: [propext, Classical.choice, Quot.sound]
```
